# For coupled identical oscillators, second-order dispersion is pairwise additive and three-body dispersion begins at third order

Correlated charge fluctuations give two neutral monomers an attractive dispersion energy. When a third monomer is added, is the dispersion energy still a sum over pairs, or does the trio contribute something of its own? A model with one harmonic oscillator per monomer is simple enough to answer this order by order in the coupling.

## Ring energies as sums over closed walks

Let monomer $i$ have a mass-weighted displacement $x_i$ and momentum $p_i$, and let all $N$ oscillators have frequency $\omega$. With $\hbar=1$ the Hamiltonian is

$$H=\tfrac12\sum_i p_i^2+\tfrac{\omega^2}{2}\sum_{i,j}x_i(\delta_{ij}+C_{ij})x_j .$$

The dimensionless coupling matrix $C$ is real and symmetric. Its diagonal is zero because a monomer does not couple to itself. If $\lambda_a$ are the eigenvalues of $C$, the normal modes have frequencies $\omega\sqrt{1+\lambda_a}$, so the zero-point energy is $\tfrac{\omega}{2}\operatorname{tr}\sqrt{1+C}$, provided that $1+C$ is positive.

To expand the root, square $1+aC+bC^2+dC^3$ and require $1+C$ through third order. This gives $2a=1$, $2b+a^2=0$ and $2d+2ab=0$, hence $a=\tfrac12$, $b=-\tfrac18$, $d=\tfrac1{16}$. The linear term has zero trace. Relative to the uncoupled energy $N\omega/2$, the next two orders are

$$E_2=-\frac{\omega}{16}\operatorname{tr}C^2,\qquad E_3=\frac{\omega}{32}\operatorname{tr}C^3 .$$

These are called ring energies because each trace sums products of couplings along walks that return to their start.

At second order, $\operatorname{tr}C^2=\sum_{i,j}C_{ij}C_{ji}$. Terms with $i=j$ vanish, and each pair occurs in two orders with the same value:

$$\operatorname{tr}C^2=2\sum_{i<j}C_{ij}^2 .$$

At third order, $\operatorname{tr}C^3=\sum_{i,j,k}C_{ij}C_{jk}C_{ki}$. If any two indices coincide, one factor is a diagonal element and the term vanishes. Three distinct indices can be ordered in six ways, and symmetry makes the six products equal:

$$\operatorname{tr}C^3=6\sum_{i<j<k}C_{ij}C_{jk}C_{ki}.$$

A dimer has only one pair and no triangle, so $E_2(ij)=-\tfrac{\omega}{8}C_{ij}^2$ and $E_3(ij)=0$. Summing the first over pairs gives $E_2$ of the whole cluster. For a trimer,

$$E_2(ijk)=-\tfrac{\omega}{8}(C_{ij}^2+C_{jk}^2+C_{ik}^2),\qquad E_3(ijk)=\tfrac{3\omega}{16}C_{ij}C_{jk}C_{ki}.$$

Summing the latter over trimers gives $E_3$ of the cluster. Subtracting the three dimer energies from the trimer energy leaves zero at second order and all of $E_3(ijk)$ at third.

The smallest cluster with a three-body term is a trimer. If its three couplings all equal $c$, the eigenvalues of $C$ are $2c,-c,-c$. Then $\operatorname{tr}C^2=6c^2$ and $\operatorname{tr}C^3=8c^3-2c^3=6c^3$, so $E_2=-3\omega c^2/8$, which is three dimer energies, and $E_3=3\omega c^3/16$.

Within this model of one scalar oscillator per monomer, a second-order treatment therefore misses three-body dispersion however accurate its pair energies are. The same question arises when pairwise dispersion corrections are applied to molecular clusters.

## The model in Lean

Monomers are labelled by `Fin N`, and `C i j` is $C_{ij}$.

```lean
import Mathlib

open Matrix

namespace RingDispersion

noncomputable section

variable {N : ℕ} {C : Matrix (Fin N) (Fin N) ℝ}
```

The cubic polynomial stands in for $\sqrt{1+C}$. The exact root and a bound on the remainder are not treated, so the theorems need neither small couplings nor positivity of $1+C$.

```lean
/-- The expansion of the square root of `1 + C` through third order in the coupling. -/
def rootSeries (C : Matrix (Fin N) (Fin N) ℝ) : Matrix (Fin N) (Fin N) ℝ :=
  1 + (1 / 2 : ℝ) • C - (1 / 8 : ℝ) • C ^ 2 + (1 / 16 : ℝ) • C ^ 3
```

The two ring energies are defined by their trace formulas. The parameter `ω` may be any real number; a physical frequency is positive.

```lean
/-- Second-order ring energy of coupled oscillators of frequency `ω` (with ħ = 1). -/
def secondOrder (ω : ℝ) (C : Matrix (Fin N) (Fin N) ℝ) : ℝ :=
  -(ω / 16) * trace (C ^ 2)

/-- Third-order ring energy of coupled oscillators of frequency `ω` (with ħ = 1). -/
def thirdOrder (ω : ℝ) (C : Matrix (Fin N) (Fin N) ℝ) : ℝ :=
  (ω / 32) * trace (C ^ 3)
```

Subclusters are submatrices of `C`. This encodes the assumption that the coupling of two monomers is unchanged by the presence of a third.

```lean
/-- The coupling matrix of the dimer formed by monomers `i` and `j`. -/
def dimer (C : Matrix (Fin N) (Fin N) ℝ) (i j : Fin N) : Matrix (Fin 2) (Fin 2) ℝ :=
  C.submatrix ![i, j] ![i, j]

/-- The coupling matrix of the trimer formed by monomers `i`, `j` and `k`. -/
def trimer (C : Matrix (Fin N) (Fin N) ℝ) (i j k : Fin N) : Matrix (Fin 3) (Fin 3) ℝ :=
  C.submatrix ![i, j, k] ![i, j, k]
```

The three-body increment takes an energy function `E` defined for every cluster size. Single-monomer terms are absent from it because the ring energies of an isolated monomer are zero.

```lean
/-- The three-body increment of an energy `E`: the trimer energy minus its three dimer energies. -/
def threeBody (E : (n : ℕ) → Matrix (Fin n) (Fin n) ℝ → ℝ)
    (C : Matrix (Fin N) (Fin N) ℝ) (i j k : Fin N) : ℝ :=
  E 3 (trimer C i j k) - E 2 (dimer C i j) - E 2 (dimer C j k) - E 2 (dimer C i k)
```

## From the square root to the ring energies

Squaring the polynomial reproduces $1+C$ with a remainder that starts at $C^4$. The proof expands the product, and `module` collects the coefficients of each power.

```lean
/-- The square of the root series is `1 + C` up to terms of fourth and higher order. -/
theorem rootSeries_sq (C : Matrix (Fin N) (Fin N) ℝ) :
    rootSeries C ^ 2 =
      1 + C + (5 / 64 : ℝ) • C ^ 4 - (1 / 64 : ℝ) • C ^ 5 + (1 / 256 : ℝ) • C ^ 6 := by
  simp only [rootSeries, pow_succ, pow_zero, one_mul, mul_one, add_mul, mul_add, sub_mul,
    mul_sub, smul_mul_assoc, mul_smul_comm, mul_assoc]
  module
```

The truncated zero-point shift is then exactly $E_2+E_3$. The hypothesis `hd` states that the diagonal is zero, which removes the linear term.

```lean
/-- The zero-point energy shift computed from the root series is the sum of the second- and
third-order ring energies. -/
theorem zeroPoint_shift (ω : ℝ) (hd : ∀ i, C i i = 0) :
    ω / 2 * (trace (rootSeries C) - N) = secondOrder ω C + thirdOrder ω C := by
  have htr : trace C = 0 := by simp [Matrix.trace, hd]
  simp only [rootSeries, secondOrder, thirdOrder, trace_add, trace_sub, trace_smul, trace_one,
    Fintype.card_fin, htr, smul_eq_mul]
  ring
```

## Counting pairs and triangles

The hypothesis `hs` states that `C` is symmetric. The auxiliary function `g i j` equals $C_{ij}^2$ when $i<j$ and zero otherwise. Step `hp` writes every walk $i\to j\to i$ as `g i j + g j i`, by cases on the order of the indices. Exchanging the summations shows that the two parts have equal sums, which gives the factor 2.

```lean
/-- The trace of the squared coupling matrix is twice the sum of squared pair couplings. -/
theorem trace_sq (hs : C.IsSymm) (hd : ∀ i, C i i = 0) :
    trace (C ^ 2) = 2 * ∑ i, ∑ j with i < j, C i j ^ 2 := by
  obtain ⟨g, hg⟩ : ∃ g : Fin N → Fin N → ℝ,
      ∀ i j, g i j = if i < j then C i j ^ 2 else 0 := ⟨_, fun _ _ => rfl⟩
  have hT : ∑ i, ∑ j with i < j, C i j ^ 2 = ∑ i, ∑ j, g i j := by
    simp only [hg, Finset.sum_filter]
  -- a closed walk i → j → i has zero product or belongs to one increasing pair
  have hp : ∀ i j, C i j * C j i = g i j + g j i := by
    intro i j
    have e := hs.apply i j
    rcases lt_trichotomy i j with h | h | h
    · simp only [hg, h, lt_asymm h, if_true, if_false, e]
      ring
    · subst h
      simp [hg, hd]
    · simp only [hg, h, lt_asymm h, if_true, if_false, e]
      ring
  have hc : ∑ i, ∑ j, g j i = ∑ i, ∑ j, g i j := Finset.sum_comm
  rw [hT]
  simp only [pow_two, Matrix.trace, Matrix.diag_apply, Matrix.mul_apply, hp,
    Finset.sum_add_distrib]
  linarith
```

The cubic case follows the same pattern with six terms. In `hp`, coinciding indices give zero on both sides; for distinct indices, exactly one of the six arguments of `g` is in increasing order. Steps `s1` to `s5` relabel the sums to show that they are equal, and `hw` writes the trace as a sum over closed walks.

```lean
/-- The trace of the cubed coupling matrix is six times the sum over triangles of the product
of their three couplings. -/
theorem trace_cube (hs : C.IsSymm) (hd : ∀ i, C i i = 0) :
    trace (C ^ 3) =
      6 * ∑ i, ∑ j with i < j, ∑ k with j < k, C i j * C j k * C k i := by
  obtain ⟨g, hg⟩ : ∃ g : Fin N → Fin N → Fin N → ℝ, ∀ i j k, g i j k =
      if i < j then (if j < k then C i j * C j k * C k i else 0) else 0 :=
    ⟨_, fun _ _ _ => rfl⟩
  have hT : ∑ i, ∑ j with i < j, ∑ k with j < k, C i j * C j k * C k i
      = ∑ i, ∑ j, ∑ k, g i j k := by
    refine Finset.sum_congr rfl fun i _ => ?_
    rw [Finset.sum_filter]
    refine Finset.sum_congr rfl fun j _ => ?_
    by_cases h : i < j <;>
      simp only [hg, Finset.sum_filter, h, if_true, if_false, Finset.sum_const_zero]
  -- a closed walk i → j → k → i has zero product or belongs to one increasing triple
  have hp : ∀ i j k, C i j * C j k * C k i =
      g i j k + g i k j + g j i k + g j k i + g k i j + g k j i := by
    intro i j k
    by_cases hij : i = j
    · subst hij
      simp [hg, hd]
    by_cases hjk : j = k
    · subst hjk
      simp [hg, hd]
    by_cases hik : i = k
    · subst hik
      simp [hg, hd]
    have e1 := hs.apply i j
    have e2 := hs.apply j k
    have e3 := hs.apply i k
    simp only [hg, e1, e2, e3]
    rcases lt_or_gt_of_ne hij with h1 | h1 <;> rcases lt_or_gt_of_ne hjk with h2 | h2
    · have h3 := lt_trans h1 h2
      simp only [h1, h2, h3, lt_asymm h1, lt_asymm h2, lt_asymm h3, if_true, if_false]
      ring
    · rcases lt_or_gt_of_ne hik with h3 | h3 <;>
        simp only [h1, h2, h3, lt_asymm h1, lt_asymm h2, lt_asymm h3, if_true, if_false] <;>
        ring
    · rcases lt_or_gt_of_ne hik with h3 | h3 <;>
        simp only [h1, h2, h3, lt_asymm h1, lt_asymm h2, lt_asymm h3, if_true, if_false] <;>
        ring
    · have h3 := lt_trans h2 h1
      simp only [h1, h2, h3, lt_asymm h1, lt_asymm h2, lt_asymm h3, if_true, if_false]
      ring
  -- the six orderings contribute equally
  have s1 : ∑ i, ∑ j, ∑ k, g i k j = ∑ i, ∑ j, ∑ k, g i j k :=
    Finset.sum_congr rfl fun _ _ => Finset.sum_comm
  have s2 : ∑ i, ∑ j, ∑ k, g j i k = ∑ i, ∑ j, ∑ k, g i j k := Finset.sum_comm
  have s3 : ∑ i, ∑ j, ∑ k, g j k i = ∑ i, ∑ j, ∑ k, g i j k :=
    Finset.sum_comm.trans (Finset.sum_congr rfl fun _ _ => Finset.sum_comm)
  have s4 : ∑ i, ∑ j, ∑ k, g k i j = ∑ i, ∑ j, ∑ k, g j i k :=
    Finset.sum_congr rfl fun _ _ => Finset.sum_comm
  have s5 : ∑ i, ∑ j, ∑ k, g k j i = ∑ i, ∑ j, ∑ k, g j k i :=
    Finset.sum_congr rfl fun _ _ => Finset.sum_comm
  have hw : trace (C ^ 3) = ∑ i, ∑ j, ∑ k, C i j * C j k * C k i := by
    simp only [pow_succ, pow_zero, one_mul, Matrix.trace, Matrix.diag_apply, Matrix.mul_apply,
      Finset.sum_mul]
    exact Finset.sum_congr rfl fun _ _ => Finset.sum_comm
  rw [hw, hT]
  simp only [hp, Finset.sum_add_distrib]
  linarith
```

## Dimers, trimers and the three-body increment

The traces of the small matrices are expanded entry by entry. The indices need not be distinct in these statements, although a physical dimer or trimer has distinct monomers.

```lean
/-- Traces of the squared and cubed coupling matrix of a dimer. -/
theorem trace_dimer (hs : C.IsSymm) (hd : ∀ i, C i i = 0) (i j : Fin N) :
    trace (dimer C i j ^ 2) = 2 * C i j ^ 2 ∧ trace (dimer C i j ^ 3) = 0 := by
  have e := hs.apply i j
  have hM : ∀ a b, dimer C i j a b = C (![i, j] a) (![i, j] b) := fun _ _ => rfl
  constructor
  · simp only [pow_succ, pow_zero, one_mul, Matrix.trace_fin_two, Matrix.mul_apply,
      Fin.sum_univ_two, hM]
    simp [hd, e]
    ring
  · simp only [pow_succ, pow_zero, one_mul, Matrix.trace_fin_two, Matrix.mul_apply,
      Fin.sum_univ_two, hM]
    simp [hd]

/-- Traces of the squared and cubed coupling matrix of a trimer. -/
theorem trace_trimer (hs : C.IsSymm) (hd : ∀ i, C i i = 0) (i j k : Fin N) :
    trace (trimer C i j k ^ 2) = 2 * (C i j ^ 2 + C j k ^ 2 + C i k ^ 2) ∧
      trace (trimer C i j k ^ 3) = 6 * (C i j * C j k * C k i) := by
  have e1 := hs.apply i j
  have e2 := hs.apply j k
  have e3 := hs.apply i k
  have hM : ∀ a b, trimer C i j k a b = C (![i, j, k] a) (![i, j, k] b) := fun _ _ => rfl
  constructor <;>
    simp only [pow_succ, pow_zero, one_mul, Matrix.trace_fin_three, Matrix.mul_apply,
      Fin.sum_univ_three, hM] <;>
    simp [hd, e1, e2, e3] <;>
    ring
```

Comparing the cluster traces with the subcluster traces, term by term, gives the two additivity results.

```lean
/-- The second-order ring energy of a cluster is the sum of those of its dimers. -/
theorem secondOrder_pairwise (ω : ℝ) (hs : C.IsSymm) (hd : ∀ i, C i i = 0) :
    secondOrder ω C = ∑ i, ∑ j with i < j, secondOrder ω (dimer C i j) := by
  simp only [secondOrder, trace_sq hs hd, (trace_dimer hs hd _ _).1, Finset.mul_sum]

/-- The third-order ring energy vanishes for every dimer, and for a cluster it is the sum of
those of its trimers. -/
theorem thirdOrder_triplewise (ω : ℝ) (hs : C.IsSymm) (hd : ∀ i, C i i = 0) :
    (∀ i j, thirdOrder ω (dimer C i j) = 0) ∧
      thirdOrder ω C =
        ∑ i, ∑ j with i < j, ∑ k with j < k, thirdOrder ω (trimer C i j k) := by
  constructor
  · intro i j
    rw [thirdOrder, (trace_dimer hs hd i j).2, mul_zero]
  · simp only [thirdOrder, trace_cube hs hd, (trace_trimer hs hd _ _ _).2, Finset.mul_sum]
```

Substituting the same traces into the definition of the increment reproduces the subtraction done by hand.

```lean
/-- The three-body increment is zero at second order, and at third order it is proportional to
the product of the three couplings around the triangle. -/
theorem threeBody_increments (ω : ℝ) (hs : C.IsSymm) (hd : ∀ i, C i i = 0) (i j k : Fin N) :
    threeBody (fun _ M => secondOrder ω M) C i j k = 0 ∧
      threeBody (fun _ M => thirdOrder ω M) C i j k =
        3 * ω / 16 * (C i j * C j k * C k i) := by
  constructor
  · simp only [threeBody, secondOrder, (trace_trimer hs hd _ _ _).1, (trace_dimer hs hd _ _).1]
    ring
  · simp only [threeBody, thirdOrder, (trace_trimer hs hd _ _ _).2, (trace_dimer hs hd _ _).2]
    ring
```

For $\omega\neq0$, the third-order increment is nonzero exactly when all three couplings are nonzero. An open chain, with one coupling missing, has no three-body energy at this order.

```lean
/-- For nonzero frequency, the third-order three-body increment is nonzero exactly when all
three pairs of monomers are coupled. -/
theorem threeBody_thirdOrder_ne_zero_iff {ω : ℝ} (hω : ω ≠ 0) (hs : C.IsSymm)
    (hd : ∀ i, C i i = 0) (i j k : Fin N) :
    threeBody (fun _ M => thirdOrder ω M) C i j k ≠ 0 ↔
      C i j ≠ 0 ∧ C j k ≠ 0 ∧ C k i ≠ 0 := by
  rw [(threeBody_increments ω hs hd i j k).2]
  simp [hω, and_assoc]

end

end RingDispersion
```

```lean
#print axioms RingDispersion.zeroPoint_shift
#print axioms RingDispersion.secondOrder_pairwise
#print axioms RingDispersion.thirdOrder_triplewise
#print axioms RingDispersion.threeBody_thirdOrder_ne_zero_iff
```

```
'RingDispersion.zeroPoint_shift' depends on axioms: [propext, Classical.choice, Quot.sound]
'RingDispersion.secondOrder_pairwise' depends on axioms: [propext, Classical.choice, Quot.sound]
'RingDispersion.thirdOrder_triplewise' depends on axioms: [propext, Classical.choice, Quot.sound]
'RingDispersion.threeBody_thirdOrder_ne_zero_iff' depends on axioms: [propext, Classical.choice, Quot.sound]
```
